# Normalised spin lowering of an eigenstate of $S_-^\dagger S_-$ preserves its charge density

A triplet molecule can have spin projection $M=1$, $0$ or $-1$. The $M=1$ component may be a single determinant where the $M=0$ component needs two, yet I am told that all three have the same charge density. I would like to see this derived from the anticommutation relations, with a proof that a machine has checked. What exactly must be assumed about the state?

## Spin-summed hopping commutes with $S_-$

It is enough that the state is an eigenvector of $S_-^\dagger S_-$ with a positive eigenvalue. Let $a_{ps}$ annihilate an electron in orbital $p$ with spin $s$, and define

$$S_-=\sum_r a_{r\downarrow}^\dagger a_{r\uparrow},\qquad E_{pq}=\sum_s a_{ps}^\dagger a_{qs},\qquad \gamma_{pq}=\langle\psi|E_{pq}|\psi\rangle .$$

For any four operators, expanding the right-hand side confirms

$$[AB,CD]=A\{B,C\}D-\{A,C\}BD+CA\{B,D\}-C\{D,A\}B .$$

Take $A=a_{ps}^\dagger$, $B=a_{qs}$, $C=a_{r\downarrow}^\dagger$, $D=a_{r\uparrow}$. The two middle terms vanish. For $s=\downarrow$ the commutator is $\delta_{qr}\,a_{p\downarrow}^\dagger a_{r\uparrow}$; for $s=\uparrow$ it is $-\delta_{rp}\,a_{r\downarrow}^\dagger a_{q\uparrow}$. Summing over $r$ and both spins gives

$$[E_{pq},S_-]=a_{p\downarrow}^\dagger a_{q\uparrow}-a_{p\downarrow}^\dagger a_{q\uparrow}=0 .$$

Now let $S_-^\dagger S_-\psi=c\psi$ with $c>0$, and set $\varphi=S_-\psi/\sqrt c$. Since $c$ is real, the adjoint equation is $\psi^\dagger S_-^\dagger S_-=c\,\psi^\dagger$. For any $X$ that commutes with $S_-$,

$$\varphi^\dagger X\varphi=\frac1c\,\psi^\dagger S_-^\dagger XS_-\psi=\frac1c\,\psi^\dagger S_-^\dagger S_-X\psi=\psi^\dagger X\psi .$$

With $X=1$, $\varphi$ is a unit vector if $\psi$ is; with $X=E_{pq}$, the two density matrices agree.

For a state with spin quantum numbers $S,M$ and $\hbar=1$, the textbook eigenvalue is $c=(S+M)(S-M+1)$, which is positive unless $M=-S$. In a finite orbital basis with the same spatial orbitals for both spins, a calculation that yields a spin eigenstate can therefore take the charge density of all the states linked to it by spin raising and lowering from the most convenient one. A spin-contaminated unrestricted determinant is not an eigenvector of $S_-^\dagger S_-$, so the argument does not cover it.

## One orbital in numbers

The up state has $c=1$ and is lowered to the down state; both have charge 1, counted in electrons.

Now take the vector $\psi=\tfrac35|{\uparrow}\rangle+\tfrac45|{\uparrow\downarrow}\rangle$, which superposes different electron numbers and so is not a physical electronic state, but serves as an algebraic test of the eigenvector hypothesis. Its charge is $\tfrac9{25}\cdot1+\tfrac{16}{25}\cdot2=\tfrac{41}{25}$. Lowering gives $\tfrac35|{\downarrow}\rangle$, which after normalisation has charge 1. The charge changes, and indeed $S_-^\dagger S_-\psi=\tfrac35|{\uparrow}\rangle$ is not a multiple of $\psi$.

## The hypotheses in Lean

The type `ι` labels orbitals and `n` labels a basis of the many-electron state space; both are finite. States are vectors `n → ℂ`, operators are complex matrices, and `ᴴ` is the adjoint. `CAR a` assumes the canonical relations, which correspond to orthonormal spin orbitals. `lowering`, `excitation` and `oneMatrix` are $S_-$, $E_{pq}$ and $\gamma_{pq}$, with the creation index first.

`oneMatrix_lowered` states that $\varphi$ is a unit vector with the same density matrix as $\psi$. `chargeDensity_ladder` treats `N` successive lowerings, with the eigenvalue equation assumed at every step, and concludes that

$$\rho(x)=\sum_{pq}\chi_p(x)^*\chi_q(x)\gamma_{pq}$$

is the same for all the states, whatever the orbital functions $\chi_p$. No Hamiltonian enters, so $\psi$ may be correlated. The spin density is not covered, and it generally does change.

```lean
import Mathlib

open Matrix

namespace MultipletChargeDensity

noncomputable section

/-- The two spin projections of an electron. -/
inductive Spin
  | up
  | down
  deriving DecidableEq

open Spin

variable {ι n : Type*} [Fintype ι] [DecidableEq ι] [Fintype n] [DecidableEq n]

/-- The canonical anticommutation relations for annihilation matrices labelled by orbital
and spin. -/
structure CAR (a : ι → Spin → Matrix n n ℂ) : Prop where
  anti : ∀ p s q t, a p s * a q t + a q t * a p s = 0
  mixed : ∀ p s q t, a p s * (a q t)ᴴ + (a q t)ᴴ * a p s = if p = q ∧ s = t then 1 else 0

/-- The spin-lowering operator, which turns an up electron into a down electron in the same
orbital. -/
def lowering (a : ι → Spin → Matrix n n ℂ) : Matrix n n ℂ :=
  ∑ r, (a r down)ᴴ * a r up

/-- The spin-summed operator that moves an electron from orbital `q` to orbital `p`. -/
def excitation (a : ι → Spin → Matrix n n ℂ) (p q : ι) : Matrix n n ℂ :=
  (a p up)ᴴ * a q up + (a p down)ᴴ * a q down

/-- The spin-summed one-particle density matrix of the state `ψ`. -/
def oneMatrix (a : ι → Spin → Matrix n n ℂ) (ψ : n → ℂ) (p q : ι) : ℂ :=
  star ψ ⬝ᵥ excitation a p q *ᵥ ψ

/-- The charge density at the point `x` for orbital functions `χ`. -/
def chargeDensity {X : Type*} (a : ι → Spin → Matrix n n ℂ) (χ : ι → X → ℂ)
    (ψ : n → ℂ) (x : X) : ℂ :=
  ∑ p, ∑ q, star (χ p x) * χ q x * oneMatrix a ψ p q

/-- The lowered state `S- ψ / √c`. -/
def lowered (a : ι → Spin → Matrix n n ℂ) (c : ℝ) (ψ : n → ℂ) : n → ℂ :=
  (((√c)⁻¹ : ℝ) : ℂ) • (lowering a *ᵥ ψ)

/-- If `A` anticommutes with `C` and `B` with `D`, the commutator of `A B` and `C D` is `A x D - C y
B`, where `x` is the anticommutator of `B` and `C`, and `y` that of `D` and `A`. -/
theorem hopping_commutator {A B C D x y : Matrix n n ℂ} (hAC : A * C + C * A = 0)
    (hBD : B * D + D * B = 0) (hBC : B * C + C * B = x) (hDA : D * A + A * D = y) :
    A * B * (C * D) - C * D * (A * B) = A * x * D - C * y * B := by
  have key : A * B * (C * D) - C * D * (A * B) =
      A * (B * C + C * B) * D - (A * C + C * A) * B * D
        + C * A * (B * D + D * B) - C * (D * A + A * D) * B := by
    noncomm_ring
  rw [key, hAC, hBD, hBC, hDA]
  simp

/-- Spin-summed hopping between orbitals commutes with the spin-lowering operator. -/
theorem excitation_comm_lowering {a : ι → Spin → Matrix n n ℂ} (h : CAR a) (p q : ι) :
    excitation a p q * lowering a = lowering a * excitation a p q := by
  -- creation operators anticommute as well
  have hcre : ∀ i s j t, (a i s)ᴴ * (a j t)ᴴ + (a j t)ᴴ * (a i s)ᴴ = 0 := by
    intro i s j t
    have h0 := congrArg conjTranspose (h.anti j t i s)
    rwa [conjTranspose_add, conjTranspose_mul, conjTranspose_mul, conjTranspose_zero] at h0
  have e : ∀ r, excitation a p q * ((a r down)ᴴ * a r up)
      - (a r down)ᴴ * a r up * excitation a p q
      = (if q = r then (a p down)ᴴ * a r up else 0)
        - (if r = p then (a r down)ᴴ * a q up else 0) := by
    intro r
    have h1 := hopping_commutator (x := 0) (y := if r = p then 1 else 0)
      (hcre p up r down) (h.anti q up r up)
      ((h.mixed q up r down).trans (by simp)) ((h.mixed r up p up).trans (by simp))
    have h2 := hopping_commutator (x := if q = r then 1 else 0) (y := 0)
      (hcre p down r down) (h.anti q down r up)
      ((h.mixed q down r down).trans (by simp)) ((h.mixed r up p down).trans (by simp))
    rw [excitation, add_mul, mul_add, add_sub_add_comm, h1, h2]
    split_ifs <;> simp
    abel
  -- the two spin contributions cancel after summation over orbitals
  rw [← sub_eq_zero, lowering, Finset.mul_sum, Finset.sum_mul, ← Finset.sum_sub_distrib,
    Finset.sum_congr rfl (fun r _ => e r), Finset.sum_sub_distrib]
  simp

omit [DecidableEq ι] [DecidableEq n] in
/-- If `X` commutes with `S-` and `ψ` is an eigenvector of `(S-)ᴴ S-` with eigenvalue `c > 0`,
then `X` has the same expectation value in `ψ` and in `S- ψ / √c`. -/
theorem expectation_lowered {a : ι → Spin → Matrix n n ℂ} {X : Matrix n n ℂ} {ψ : n → ℂ}
    {c : ℝ} (hX : X * lowering a = lowering a * X) (hc : 0 < c)
    (hψ : ((lowering a)ᴴ * lowering a) *ᵥ ψ = (c : ℂ) • ψ) :
    star (lowered a c ψ) ⬝ᵥ X *ᵥ lowered a c ψ = star ψ ⬝ᵥ X *ᵥ ψ := by
  -- the eigenvalue equation for the bra
  have hs : star ψ ᵥ* ((lowering a)ᴴ * lowering a) = (c : ℂ) • star ψ := by
    have h0 := congrArg star hψ
    rw [Matrix.star_mulVec, conjTranspose_mul, conjTranspose_conjTranspose, star_smul] at h0
    rw [h0]
    congr 1
    exact Complex.conj_ofReal c
  have hL : star (lowering a *ᵥ ψ) ⬝ᵥ X *ᵥ (lowering a *ᵥ ψ)
      = (c : ℂ) * (star ψ ⬝ᵥ X *ᵥ ψ) := by
    rw [Matrix.star_mulVec, Matrix.mulVec_mulVec, hX, ← Matrix.mulVec_mulVec,
      Matrix.dotProduct_mulVec _ (lowering a) _, Matrix.vecMul_vecMul, hs,
      smul_dotProduct, smul_eq_mul]
  have hk : star (((√c)⁻¹ : ℝ) : ℂ) = (((√c)⁻¹ : ℝ) : ℂ) := Complex.conj_ofReal _
  -- the normalisation removes the factor c
  have hn : (((√c)⁻¹ : ℝ) : ℂ) * (((√c)⁻¹ : ℝ) : ℂ) * (c : ℂ) = 1 := by
    have hr : (√c)⁻¹ * (√c)⁻¹ * c = 1 := by
      rw [← mul_inv, Real.mul_self_sqrt hc.le, inv_mul_cancel₀ hc.ne']
    exact_mod_cast hr
  rw [lowered, star_smul, Matrix.mulVec_smul, smul_dotProduct, dotProduct_smul, hL, hk,
    smul_eq_mul, smul_eq_mul]
  linear_combination (star ψ ⬝ᵥ X *ᵥ ψ) * hn

/-- For a unit eigenvector `ψ` of `(S-)ᴴ S-` with eigenvalue `c > 0`, the state `S- ψ / √c` is
a unit vector with the same spin-summed one-particle density matrix as `ψ`. -/
theorem oneMatrix_lowered {a : ι → Spin → Matrix n n ℂ} (h : CAR a) {ψ : n → ℂ} {c : ℝ}
    (hunit : star ψ ⬝ᵥ ψ = 1) (hc : 0 < c)
    (hψ : ((lowering a)ᴴ * lowering a) *ᵥ ψ = (c : ℂ) • ψ) :
    star (lowered a c ψ) ⬝ᵥ lowered a c ψ = 1 ∧
      oneMatrix a (lowered a c ψ) = oneMatrix a ψ := by
  constructor
  · have h1 := expectation_lowered (X := 1) (by rw [one_mul, mul_one]) hc hψ
    rwa [Matrix.one_mulVec, Matrix.one_mulVec, hunit] at h1
  · funext p q
    exact expectation_lowered (excitation_comm_lowering h p q) hc hψ

/-- If each of `N` successive lowerings `S- ψ / √c` starts from an eigenvector `ψ` of `(S-)ᴴ S-`
with eigenvalue `c > 0`, then every state on the ladder has the same charge density at every point
as the first one. -/
theorem chargeDensity_ladder {X : Type*} {a : ι → Spin → Matrix n n ℂ} (h : CAR a)
    (χ : ι → X → ℂ) (ψ : ℕ → n → ℂ) (c : ℕ → ℝ) (N : ℕ) (hc : ∀ k < N, 0 < c k)
    (hψ : ∀ k < N, ((lowering a)ᴴ * lowering a) *ᵥ ψ k = (c k : ℂ) • ψ k)
    (hstep : ∀ k < N, ψ (k + 1) = lowered a (c k) (ψ k)) :
    ∀ k ≤ N, chargeDensity a χ (ψ k) = chargeDensity a χ (ψ 0) := by
  have hγ : ∀ k ≤ N, oneMatrix a (ψ k) = oneMatrix a (ψ 0) := by
    intro k
    induction k with
    | zero => intro _; rfl
    | succ k ih =>
      intro hk
      have hkN : k < N := by omega
      rw [← ih hkN.le, hstep k hkN]
      funext p q
      exact expectation_lowered (excitation_comm_lowering h p q) (hc k hkN) (hψ k hkN)
  intro k hk
  funext x
  simp only [chargeDensity, hγ k hk]

/-- Annihilation matrices of a single orbital in the basis empty, up, down, doubly occupied. -/
def site : Unit → Spin → Matrix (Fin 4) (Fin 4) ℂ
  | _, up => !![0, 1, 0, 0; 0, 0, 0, 0; 0, 0, 0, 1; 0, 0, 0, 0]
  | _, down => !![0, 0, 1, 0; 0, 0, 0, -1; 0, 0, 0, 0; 0, 0, 0, 0]

/-- On a single orbital, `S-` takes the up state to the down state and annihilates the other
basis states. -/
theorem lowering_site :
    lowering site = !![0, 0, 0, 0; 0, 0, 0, 0; 0, 1, 0, 0; 0, 0, 0, 0] := by
  ext i j
  fin_cases i <;> fin_cases j <;>
    simp [lowering, site, Matrix.mul_apply, Fin.sum_univ_four]

/-- The single-orbital matrices obey the anticommutation relations, and the up state is a unit
eigenvector of `(S-)ᴴ S-` with eigenvalue one. -/
theorem oneMatrix_lowered_witness :
    CAR site ∧ star ![0, 1, 0, 0] ⬝ᵥ (![0, 1, 0, 0] : Fin 4 → ℂ) = 1 ∧
      ((lowering site)ᴴ * lowering site) *ᵥ ![0, 1, 0, 0]
        = ((1 : ℝ) : ℂ) • ![0, 1, 0, 0] := by
  refine ⟨⟨?_, ?_⟩, ?_, ?_⟩
  · intro p s q t
    cases s <;> cases t <;> ext i j <;> fin_cases i <;> fin_cases j <;>
      simp [site]
  · intro p s q t
    cases s <;> cases t <;> ext i j <;>
      simp only [Matrix.add_apply, Matrix.mul_apply, Matrix.conjTranspose_apply,
        Fin.sum_univ_four] <;>
      fin_cases i <;> fin_cases j <;> simp [site]
  · simp [dotProduct, Fin.sum_univ_four]
  · rw [lowering_site, ← Matrix.mulVec_mulVec]
    ext i
    fin_cases i <;> simp [Matrix.mulVec, dotProduct, Fin.sum_univ_four]

/-- The unit superposition 3/5 up + 4/5 doubly occupied has charge 41/25, whereas `S-` takes it
to a multiple of the down state, whose charge is 1. -/
theorem charge_changes_for_superposition :
    star ![0, 3 / 5, 0, 4 / 5] ⬝ᵥ (![0, 3 / 5, 0, 4 / 5] : Fin 4 → ℂ) = 1 ∧
      lowering site *ᵥ ![0, 3 / 5, 0, 4 / 5] = (3 / 5 : ℂ) • ![0, 0, 1, 0] ∧
      oneMatrix site ![0, 3 / 5, 0, 4 / 5] () () = 41 / 25 ∧
      oneMatrix site ![0, 0, 1, 0] () () = 1 := by
  have hE : excitation site () () =
      !![0, 0, 0, 0; 0, 1, 0, 0; 0, 0, 1, 0; 0, 0, 0, 2] := by
    ext i j
    fin_cases i <;> fin_cases j <;>
      simp [excitation, site, Matrix.mul_apply, Fin.sum_univ_four]
    norm_num
  -- the amplitudes are real
  have h35 : star (3 / 5 : ℂ) = 3 / 5 := by
    have h0 : (3 / 5 : ℂ) = ((3 / 5 : ℝ) : ℂ) := by norm_num
    rw [h0]
    exact Complex.conj_ofReal _
  have h45 : star (4 / 5 : ℂ) = 4 / 5 := by
    have h0 : (4 / 5 : ℂ) = ((4 / 5 : ℝ) : ℂ) := by norm_num
    rw [h0]
    exact Complex.conj_ofReal _
  have hstar : star (![0, 3 / 5, 0, 4 / 5] : Fin 4 → ℂ) = ![0, 3 / 5, 0, 4 / 5] := by
    ext i
    fin_cases i
    exacts [star_zero _, h35, star_zero _, h45]
  refine ⟨?_, ?_, ?_, ?_⟩
  · rw [hstar]
    simp [dotProduct, Fin.sum_univ_four]
    norm_num
  · rw [lowering_site]
    ext i
    fin_cases i <;> simp [Matrix.mulVec, dotProduct, Fin.sum_univ_four]
  · rw [oneMatrix, hE, hstar]
    simp [Matrix.mulVec, dotProduct, Fin.sum_univ_four]
    norm_num
  · rw [oneMatrix, hE]
    simp [Matrix.mulVec, dotProduct, Fin.sum_univ_four]

end

end MultipletChargeDensity
```

```lean
#print axioms MultipletChargeDensity.oneMatrix_lowered
-- 'MultipletChargeDensity.oneMatrix_lowered' depends on axioms: [propext, Classical.choice, Quot.sound]
#print axioms MultipletChargeDensity.chargeDensity_ladder
-- 'MultipletChargeDensity.chargeDensity_ladder' depends on axioms: [propext, Classical.choice, Quot.sound]
#print axioms MultipletChargeDensity.charge_changes_for_superposition
-- 'MultipletChargeDensity.charge_changes_for_superposition' depends on axioms: [propext, Classical.choice, Quot.sound]
```

## How the proof follows the algebra

`hopping_commutator` is the four-operator identity, checked by `noncomm_ring`, with the anticommutators then substituted. In `excitation_comm_lowering`, `hcre` obtains the relations between creation operators by taking adjoints, `h1` and `h2` are the up and down commutators, and `e` adds them for one orbital `r`. The sum over `r` then cancels.

`expectation_lowered` handles a general `X`: `hs` is the eigenvalue equation for the bra, `hL` extracts the factor $c$, and `hn` cancels it against the normalisation. `oneMatrix_lowered` applies this to the identity and to $E_{pq}$, and the ladder theorem repeats the second application by induction on `k`.

The matrices `site` realise the single orbital. `oneMatrix_lowered_witness` verifies the anticommutation relations and the eigenvalue equation for the up state entry by entry, and `charge_changes_for_superposition` confirms the values $41/25$ and $1$.
